# Two-column tableaux with fixed orbital occupations are as numerous as the spin couplings of the open shells

Counting determinants of the right spin projection can overstate the size of a spin-adapted basis: three singly occupied orbitals give three determinants with projection \(1/2\), but only two independent doublets, since the third combination belongs to the quartet. For a fixed configuration, two-column semistandard tableaux give the correct number, a difference of two binomial coefficients.

In Lean 4 with Mathlib:

```lean
import Mathlib

open Finset

namespace TwoColumnTableaux

/-- The occupation number of orbital `k`: two on `D`, one on the rest of `S`, zero elsewhere. -/
def occupation (D S : Finset ℕ) (k : ℕ) : ℕ :=
  if k ∈ D then 2 else if k ∈ S then 1 else 0

/-- Semistandard tableaux with columns of lengths `p` and `q`: columns increase strictly, rows
increase weakly, and each orbital appears as often as it is occupied. -/
def tableaux (D S : Finset ℕ) (p q : ℕ) : Set ((Fin p → ℕ) × (Fin q → ℕ)) :=
  {t | StrictMono t.1 ∧ StrictMono t.2 ∧
    (∀ (i : Fin p) (j : Fin q), (i : ℕ) = (j : ℕ) → t.1 i ≤ t.2 j) ∧
    ∀ k, (univ.filter fun i => t.1 i = k).card + (univ.filter fun j => t.2 j = k).card
      = occupation D S k}

/-- Below every orbital, `T` has at most half as many elements as `S`. -/
def IsBallot (S T : Finset ℕ) : Prop :=
  ∀ k, 2 * (T.filter (· < k)).card ≤ (S.filter (· < k)).card

open scoped Classical in
/-- The ballot subsets of `S` with `m` elements. -/
noncomputable def ballotSets (S : Finset ℕ) (m : ℕ) : Finset (Finset ℕ) :=
  (S.powersetCard m).filter (IsBallot S)

/-- The difference of neighbouring binomial coefficients, with no subtraction at `m = 0`. -/
def ballotNumber (s : ℕ) : ℕ → ℤ
  | 0 => 1
  | m + 1 => (s.choose (m + 1) : ℤ) - (s.choose m : ℤ)

/-- The number of ways to couple `s` spins one-half, one after another, to total spin `t / 2`. -/
def couplings : ℕ → ℕ → ℕ
  | 0, 0 => 1
  | 0, _ + 1 => 0
  | s + 1, 0 => couplings s 1
  | s + 1, t + 1 => couplings s t + couplings s (t + 2)

/-- The binomial differences obey Pascal's rule. -/
theorem ballotNumber_succ (s m : ℕ) :
    ballotNumber (s + 1) (m + 1) = ballotNumber s (m + 1) + ballotNumber s m := by
  rcases m with _ | m
  · simp only [ballotNumber, Nat.choose_succ_succ' s 0, Nat.choose_zero_right]
    push_cast
    ring
  · simp only [ballotNumber, Nat.choose_succ_succ' s (m + 1), Nat.choose_succ_succ' s m]
    push_cast
    ring

/-- The number of ways to couple `s = 2 m + t` spins one-half to total spin `t / 2` is a
difference of binomial coefficients. -/
theorem couplings_eq (s : ℕ) :
    ∀ m t, s = 2 * m + t → (couplings s t : ℤ) = ballotNumber s m := by
  -- the total spin cannot exceed `s / 2`
  have van : ∀ s t, s < t → couplings s t = 0 := by
    intro s
    induction s with
    | zero =>
      intro t h
      obtain ⟨u, rfl⟩ : ∃ u, t = u + 1 := ⟨t - 1, by omega⟩
      simp [couplings]
    | succ s ih =>
      intro t h
      obtain ⟨u, rfl⟩ : ∃ u, t = u + 1 := ⟨t - 1, by omega⟩
      rw [couplings, ih u (by omega), ih (u + 2) (by omega)]
  induction s with
  | zero =>
    intro m t h
    obtain rfl : m = 0 := by omega
    obtain rfl : t = 0 := by omega
    simp [couplings, ballotNumber]
  | succ s ih =>
    intro m t h
    rcases t with _ | t
    · obtain ⟨n, rfl⟩ : ∃ n, m = n + 1 := ⟨m - 1, by omega⟩
      have hz : ballotNumber s (n + 1) = 0 := by
        obtain rfl : s = 2 * n + 1 := by omega
        rw [ballotNumber, Nat.choose_symm_half, sub_self]
      rw [couplings, ballotNumber_succ, hz, ih n 1 (by omega), zero_add]
    · rw [couplings]
      push_cast
      rcases m with _ | m
      · rw [ih 0 t (by omega), van s (t + 2) (by omega)]
        simp [ballotNumber]
      · rw [ih (m + 1) t (by omega), ih m (t + 2) (by omega), ballotNumber_succ]

/-- Rows increase weakly exactly when, below every orbital, the second column has no more
entries than the first. -/
theorem rows_iff {p q : ℕ} (hqp : q ≤ p) {a : Fin p → ℕ} {b : Fin q → ℕ}
    (ha : StrictMono a) (hb : StrictMono b) :
    (∀ (i : Fin p) (j : Fin q), (i : ℕ) = (j : ℕ) → a i ≤ b j) ↔
      ∀ k, (univ.filter fun j => b j < k).card ≤ (univ.filter fun i => a i < k).card := by
  constructor
  · intro h k
    refine card_le_card_of_injOn (Fin.castLE hqp) ?_ (Fin.castLE_injective hqp).injOn
    intro j hj
    have hj' : b j < k := by simpa using hj
    have : a (Fin.castLE hqp j) < k := (h _ j rfl).trans_lt hj'
    simpa using this
  · intro h i j hij
    by_contra hlt
    have h1 : Iic j ⊆ univ.filter fun y => b y < a i := fun y hy =>
      mem_filter.2 ⟨mem_univ y, (hb.monotone (mem_Iic.1 hy)).trans_lt (not_le.1 hlt)⟩
    have h2 : (univ.filter fun x => a x < a i) ⊆ Iio i := fun x hx =>
      mem_Iio.2 (ha.lt_iff_lt.1 (mem_filter.1 hx).2)
    have h3 := card_le_card h1
    have h4 := card_le_card h2
    rw [Fin.card_Iic] at h3
    rw [Fin.card_Iio] at h4
    have := h (a i)
    omega

/-- Two columns, taken as sets, have the prescribed content exactly when each consists of `D` and
its share of the open-shell orbitals, which are divided between them. -/
theorem content_iff {D S : Finset ℕ} (hDS : Disjoint D S) (A B : Finset ℕ) :
    (∀ k, (if k ∈ A then 1 else 0) + (if k ∈ B then 1 else 0) = occupation D S k) ↔
      ∃ T, T ⊆ S ∧ A = D ∪ (S \ T) ∧ B = D ∪ T := by
  have hd : ∀ x, x ∈ D → x ∉ S := fun x h => disjoint_left.1 hDS h
  constructor
  · intro h
    refine ⟨B \ D, fun x hx => ?_, ?_, ?_⟩
    · have h1 := h x
      rw [mem_sdiff] at hx
      by_contra hS
      simp [occupation, hx.1, hx.2, hS] at h1
    all_goals
      ext x
      have h1 := h x
      have h2 := hd x
      simp only [mem_union, mem_sdiff]
      unfold occupation at h1
      clear h hd
      split_ifs at h1 <;> first | (exfalso; omega) | tauto
  · rintro ⟨T, hT, rfl, rfl⟩ k
    have h2 := hd k
    have h3 := @hT k
    simp only [occupation, mem_union, mem_sdiff]
    clear hd
    split_ifs <;> first | rfl | (exfalso; tauto)

/-- A tableau is a ballot distribution of the open-shell orbitals over two strictly increasing
columns that both contain the doubly occupied orbitals. -/
theorem mem_tableaux_iff {D S : Finset ℕ} (hDS : Disjoint D S) {p q : ℕ} (hqp : q ≤ p)
    (a : Fin p → ℕ) (b : Fin q → ℕ) :
    (a, b) ∈ tableaux D S p q ↔ StrictMono a ∧ StrictMono b ∧ ∃ T, T ⊆ S ∧
      univ.image a = D ∪ (S \ T) ∧ univ.image b = D ∪ T ∧ IsBallot S T := by
  have fiber : ∀ {n : ℕ} {f : Fin n → ℕ}, StrictMono f → ∀ k,
      (univ.filter fun i => f i = k).card = if k ∈ univ.image f then 1 else 0 := by
    intro n f hf k
    split_ifs with h
    · obtain ⟨i, -, rfl⟩ := mem_image.1 h
      exact card_eq_one.2 ⟨i, by ext j; simp [hf.injective.eq_iff]⟩
    · rw [card_eq_zero, filter_eq_empty_iff]
      exact fun i _ hi => h (mem_image.2 ⟨i, mem_univ i, hi⟩)
  have below : ∀ {n : ℕ} {f : Fin n → ℕ}, StrictMono f → ∀ k,
      (univ.filter fun i => f i < k).card = ((univ.image f).filter (· < k)).card := by
    intro n f hf k
    rw [filter_image, card_image_of_injective _ hf.injective]
  have split : ∀ X Y : Finset ℕ, Disjoint X Y → ∀ k, ((X ∪ Y).filter (· < k)).card
      = (X.filter (· < k)).card + (Y.filter (· < k)).card := by
    intro X Y h k
    rw [filter_union, card_union_of_disjoint (disjoint_filter_filter h)]
  -- doubly occupied orbitals cancel from the comparison of the columns
  have pre : StrictMono a → StrictMono b → ∀ T, T ⊆ S → univ.image a = D ∪ (S \ T) →
      univ.image b = D ∪ T → ((∀ k, (univ.filter fun j => b j < k).card ≤
        (univ.filter fun i => a i < k).card) ↔ IsBallot S T) := by
    intro ha hb T hT hA hB
    refine forall_congr' fun k => ?_
    have h := split T (S \ T) disjoint_sdiff k
    rw [union_sdiff_of_subset hT] at h
    rw [below ha, below hb, hA, hB, split D _ (hDS.mono_right sdiff_subset),
      split D T (hDS.mono_right hT)]
    omega
  constructor
  · rintro ⟨ha, hb, hr, hc⟩
    obtain ⟨T, hT, hA, hB⟩ := (content_iff hDS (univ.image a) (univ.image b)).1
      (fun k => by rw [← fiber ha, ← fiber hb]; exact hc k)
    exact ⟨ha, hb, T, hT, hA, hB, (pre ha hb T hT hA hB).1 ((rows_iff hqp ha hb).1 hr)⟩
  · rintro ⟨ha, hb, T, hT, hA, hB, hG⟩
    refine ⟨ha, hb, (rows_iff hqp ha hb).2 ((pre ha hb T hT hA hB).2 hG), fun k => ?_⟩
    have := (content_iff hDS (univ.image a) (univ.image b)).2 ⟨T, hT, hA, hB⟩ k
    rw [← fiber ha, ← fiber hb] at this
    exact this

/-- The ballot subsets with `m` elements, at most half of `S`, are counted by the difference of
binomial coefficients. -/
theorem card_ballotSets (S : Finset ℕ) :
    ∀ m, 2 * m ≤ S.card → ((ballotSets S m).card : ℤ) = ballotNumber S.card m := by
  have zero : ∀ S : Finset ℕ, ((ballotSets S 0).card : ℤ) = ballotNumber S.card 0 := by
    intro S
    have : ballotSets S 0 = {∅} := by
      ext T
      simp only [ballotSets, mem_filter, powersetCard_zero, mem_singleton]
      exact ⟨fun h => h.1, fun h => ⟨h, fun k => by simp [h]⟩⟩
    simp [this, ballotNumber]
  induction S using Finset.induction_on_max with
  | empty =>
    intro m hm
    obtain rfl : m = 0 := by simpa using hm
    exact zero ∅
  | insert a S ha ih =>
    intro m hm
    rcases m with _ | m
    · exact zero _
    have hna : a ∉ S := fun h => lt_irrefl _ (ha a h)
    rw [card_insert_of_notMem hna] at hm ⊢
    have cut : ∀ X, X ⊆ S → ∀ k, X.filter (· < min k a) = X.filter (· < k) := by
      intro X hX k
      ext x
      simp only [mem_filter, lt_min_iff]
      exact ⟨fun h => ⟨h.1, h.2.1⟩, fun h => ⟨h.1, h.2, ha x (hX h.1)⟩⟩
    have low : ∀ X : Finset ℕ, ∀ k, k ≤ a →
        (insert a X).filter (· < k) = X.filter (· < k) := by
      intro X k hk
      rw [filter_insert, if_neg (not_lt.2 hk)]
    -- the highest orbital stands in the first column
    have keep : ∀ T, T ⊆ S → (IsBallot (insert a S) T ↔ IsBallot S T) := by
      refine fun T hT => ⟨fun h k => ?_, fun h k => (h k).trans
        (card_le_card (filter_subset_filter _ (subset_insert a S)))⟩
      have := h (min k a)
      rwa [low S _ (min_le_right k a), cut S subset_rfl, cut T hT] at this
    -- the highest orbital stands in the second column
    have add : ∀ T, T ⊆ S → T.card = m →
        (IsBallot (insert a S) (insert a T) ↔ IsBallot S T) := by
      refine fun T hT hc => ⟨fun h k => ?_, fun h k => ?_⟩
      · have := h (min k a)
        rwa [low S _ (min_le_right k a), low T _ (min_le_right k a),
          cut S subset_rfl, cut T hT] at this
      · rcases le_or_gt k a with hk | hk
        · rw [low S k hk, low T k hk]
          exact h k
        · have hall : (insert a S).filter (· < k) = insert a S :=
            filter_true_of_mem fun x hx => by
              rcases mem_insert.1 hx with h1 | h1
              · omega
              · exact (ha x h1).trans hk
          have h1 := card_le_card (filter_subset (· < k) (insert a T))
          have h2 := card_insert_le a T
          rw [hall, card_insert_of_notMem hna]
          omega
    have e : ballotSets (insert a S) (m + 1)
        = ballotSets S (m + 1) ∪ (ballotSets S m).image (insert a) := by
      ext T
      simp only [ballotSets, powersetCard_succ_insert hna, mem_filter, mem_union, mem_image]
      constructor
      · rintro ⟨hT | ⟨U, hU, rfl⟩, hG⟩
        · exact Or.inl ⟨hT, (keep T (mem_powersetCard.1 hT).1).1 hG⟩
        · have hU' := mem_powersetCard.1 hU
          exact Or.inr ⟨U, ⟨hU, (add U hU'.1 hU'.2).1 hG⟩, rfl⟩
      · rintro (⟨hT, hG⟩ | ⟨U, ⟨hU, hG⟩, rfl⟩)
        · exact ⟨Or.inl hT, (keep T (mem_powersetCard.1 hT).1).2 hG⟩
        · have hU' := mem_powersetCard.1 hU
          exact ⟨Or.inr ⟨U, hU, rfl⟩, (add U hU'.1 hU'.2).2 hG⟩
    have mem : ∀ {n : ℕ} {T : Finset ℕ}, T ∈ ballotSets S n →
        (T ⊆ S ∧ T.card = n) ∧ IsBallot S T := by
      intro n T h
      simpa only [ballotSets, mem_filter, mem_powersetCard] using h
    have sub : ∀ {n : ℕ} {T : Finset ℕ}, T ∈ ballotSets S n → T ⊆ S := fun h => (mem h).1.1
    have dis : Disjoint (ballotSets S (m + 1)) ((ballotSets S m).image (insert a)) := by
      refine disjoint_left.2 fun T hT hT' => ?_
      obtain ⟨U, -, rfl⟩ := mem_image.1 hT'
      exact hna (sub hT (mem_insert_self a U))
    have inj : Set.InjOn (insert a) (ballotSets S m : Set (Finset ℕ)) := by
      intro U hU V hV h
      have hU' : a ∉ U := fun h => hna (sub (mem_coe.1 hU) h)
      have hV' : a ∉ V := fun h => hna (sub (mem_coe.1 hV) h)
      rw [← erase_insert hU', h, erase_insert hV']
    rw [e, card_union_of_disjoint dis, card_image_of_injOn inj, ballotNumber_succ]
    push_cast
    rw [ih m (by omega)]
    congr 1
    by_cases hs : 2 * (m + 1) ≤ S.card
    · exact ih (m + 1) hs
    · have hempty : ballotSets S (m + 1) = ∅ := by
        refine eq_empty_of_forall_notMem fun T hT => ?_
        have h1 := (mem hT).2 a
        rw [filter_true_of_mem (fun x hx => ha x (sub hT hx)), filter_true_of_mem ha,
          (mem hT).1.2] at h1
        exact hs h1
      have hS : S.card = 2 * m + 1 := by omega
      rw [hempty, hS, ballotNumber, Nat.choose_symm_half]
      simp

/-- There are as many tableaux as ballot subsets of `S` with `q - D.card` elements. -/
theorem ncard_tableaux_eq {D S : Finset ℕ} (hDS : Disjoint D S) {p q : ℕ} (hqp : q ≤ p)
    (hd : D.card ≤ q) (hN : p + q = 2 * D.card + S.card) :
    (tableaux D S p q).ncard = (ballotSets S (q - D.card)).card := by
  have key : ∀ T, T ⊆ S → (D ∪ T) \ D = T := by
    intro T hT
    ext x
    have h1 : x ∈ D → x ∉ S := fun h => disjoint_left.1 hDS h
    have h2 := @hT x
    simp only [mem_sdiff, mem_union]
    tauto
  have col : ∀ {n : ℕ} {f g : Fin n → ℕ}, StrictMono f → StrictMono g →
      univ.image f = univ.image g → f = g := by
    intro n f g hf hg h
    refine (hf.range_inj hg).1 (Set.ext fun x => ?_)
    have := Finset.ext_iff.1 h x
    simpa using this
  have fill : ∀ {n : ℕ} (X : Finset ℕ), X.card = n →
      ∃ f : Fin n → ℕ, StrictMono f ∧ univ.image f = X := fun X h =>
    ⟨X.orderEmbOfFin h, (X.orderEmbOfFin h).strictMono, coe_injective (by
      rw [coe_image, coe_univ, Set.image_univ, range_orderEmbOfFin])⟩
  have inj : Set.InjOn (fun t : (Fin p → ℕ) × (Fin q → ℕ) => univ.image t.2 \ D)
      (tableaux D S p q) := by
    rintro ⟨a, b⟩ ht ⟨a', b'⟩ hu h
    obtain ⟨ha, hb, T, hT, hA, hB, -⟩ := (mem_tableaux_iff hDS hqp a b).1 ht
    obtain ⟨ha', hb', U, hU, hA', hB', -⟩ := (mem_tableaux_iff hDS hqp a' b').1 hu
    have h' : univ.image b \ D = univ.image b' \ D := h
    rw [hB, hB', key T hT, key U hU] at h'
    subst h'
    exact Prod.ext (col ha ha' (hA.trans hA'.symm)) (col hb hb' (hB.trans hB'.symm))
  have img : (fun t : (Fin p → ℕ) × (Fin q → ℕ) => univ.image t.2 \ D) '' tableaux D S p q
      = (ballotSets S (q - D.card) : Set (Finset ℕ)) := by
    ext T
    simp only [Set.mem_image, mem_coe, ballotSets, mem_filter, mem_powersetCard]
    constructor
    · rintro ⟨⟨a, b⟩, ht, rfl⟩
      obtain ⟨-, hb, T, hT, -, hB, hG⟩ := (mem_tableaux_iff hDS hqp a b).1 ht
      have hc := card_image_of_injective univ hb.injective
      rw [hB, card_union_of_disjoint (hDS.mono_right hT), card_univ, Fintype.card_fin] at hc
      have e : univ.image b \ D = T := by rw [hB, key T hT]
      change (univ.image b \ D ⊆ S ∧ (univ.image b \ D).card = _) ∧ IsBallot S (univ.image b \ D)
      rw [e]
      exact ⟨⟨hT, by omega⟩, hG⟩
    · rintro ⟨⟨hT, hc⟩, hG⟩
      have h1 := card_sdiff_add_card_eq_card hT
      obtain ⟨a, ha, hA⟩ := fill (n := p) (D ∪ (S \ T)) (by
        rw [card_union_of_disjoint (hDS.mono_right sdiff_subset)]; omega)
      obtain ⟨b, hb, hB⟩ := fill (n := q) (D ∪ T) (by
        rw [card_union_of_disjoint (hDS.mono_right hT)]; omega)
      refine ⟨(a, b), (mem_tableaux_iff hDS hqp a b).2 ⟨ha, hb, T, hT, hA, hB, hG⟩, ?_⟩
      change univ.image b \ D = T
      rw [hB, key T hT]
  rw [← Set.ncard_coe_finset, ← img, inj.ncard_image]

/-- The number of two-column semistandard tableaux with doubly occupied orbitals `D` and singly
occupied orbitals `S` is a difference of two binomial coefficients. -/
theorem card_tableaux {D S : Finset ℕ} (hDS : Disjoint D S) {p q : ℕ} (hqp : q ≤ p)
    (hd : D.card ≤ q) (hN : p + q = 2 * D.card + S.card) :
    ((tableaux D S p q).ncard : ℤ) = (S.card.choose (q - D.card) : ℤ) -
      if q = D.card then 0 else (S.card.choose (q - D.card - 1) : ℤ) := by
  rw [ncard_tableaux_eq hDS hqp hd hN, card_ballotSets S _ (by omega)]
  by_cases h : q = D.card
  · simp [h, ballotNumber]
  · obtain ⟨m, hm⟩ : ∃ m, q - D.card = m + 1 := ⟨q - D.card - 1, by omega⟩
    rw [hm, if_neg h, ballotNumber, Nat.add_sub_cancel]

/-- The tableaux of a configuration are as numerous as the ways to couple its open-shell
electron spins, one after another, to total spin `(p - q) / 2`. -/
theorem card_tableaux_eq_couplings {D S : Finset ℕ} (hDS : Disjoint D S) {p q : ℕ}
    (hqp : q ≤ p) (hd : D.card ≤ q) (hN : p + q = 2 * D.card + S.card) :
    (tableaux D S p q).ncard = couplings S.card (p - q) := by
  have h1 := card_ballotSets S (q - D.card) (by omega)
  have h2 := couplings_eq S.card (q - D.card) (p - q) (by omega)
  rw [ncard_tableaux_eq hDS hqp hd hN]
  exact_mod_cast h1.trans h2.symm

end TwoColumnTableaux
```

```lean
#print axioms TwoColumnTableaux.card_tableaux
#print axioms TwoColumnTableaux.card_tableaux_eq_couplings
```

```
'TwoColumnTableaux.card_tableaux' depends on axioms: [propext, Classical.choice, Quot.sound]
'TwoColumnTableaux.card_tableaux_eq_couplings' depends on axioms: [propext, Classical.choice, Quot.sound]
```

## Occupations, columns and total spin

Let \(D\) and \(S\) be disjoint finite sets of orbitals, labelled by natural numbers, with \(d=|D|\) doubly and \(s=|S|\) singly occupied. The column lengths satisfy \(p\ge q\ge d\) and \(p+q=2d+s\), the number of electrons. `card_tableaux` states that the number of tableaux is

\[
\binom{s}{q-d}-\binom{s}{q-d-1},
\]

where the second term is zero if \(q=d\). The subtraction takes place in the integers.

An element of `tableaux D S p q` is a pair of strictly increasing columns \(a\) and \(b\), indexed from zero. Rows increase weakly, and `occupation` fixes how often each orbital appears.

`card_tableaux_eq_couplings` equates this number with `couplings s t` at \(t=p-q\), the number of ways to couple \(s\) spins one-half successively to total spin \(t/2\). Closed shells are singlet pairs and add no spin. The rule that each added spin raises or lowers the total by one-half, never below zero, is built into the definition of `couplings`; it is not derived from spin operators, and no wavefunctions are constructed. For a given total spin and a single spin projection, the count is the size of one configuration's block in a spin-adapted configuration-interaction expansion over finitely many orbitals.

## From tableaux to ballot sets

A strict column holds each orbital at most once. Both columns therefore contain \(D\), while \(S\) is divided: a subset \(T\) goes into the second column and \(S\setminus T\) into the first. This division is `content_iff`, proved by cases on membership. Since the second column has \(q\) entries, \(|T|=m=q-d\).

By `rows_iff`, the rows increase weakly exactly when, for every \(k\),

\[
\#\{j:b_j<k\}\le\#\{i:a_i<k\}.
\]

If \(a_j\le b_j\) in every row, each \(b_j<k\) gives \(a_j<k\). Conversely, if \(b_j<a_j\), take \(k=a_j\): at least \(j+1\) entries of \(b\) lie below \(k\), but only \(j\) entries of \(a\) do, a contradiction.

The orbitals in \(D\) cancel from this comparison, leaving

\[
2\,|T_{<k}|\le|S_{<k}|\quad\text{for every }k,
\]

where the subscript keeps the orbitals below \(k\). This is `IsBallot`. `mem_tableaux_iff` combines these steps, and `ncard_tableaux_eq` turns them into a bijection, since a finite set can be sorted into a strict column in only one way.

## One Pascal recursion for both counts

Let \(B(s,m)\) be the number of ballot sets with \(m\) elements, where \(2m\le s\). Clearly \(B(s,0)=1\). For \(s+1\) orbitals and \(m+1\) elements, remove the highest orbital. If it was outside \(T\), a ballot set with \(m+1\) elements remains; if inside, one with \(m\) elements. Conversely, restoring it adds only the condition \(2(m+1)\le s+1\), which is assumed. Thus

\[
B(s+1,m+1)=B(s,m+1)+B(s,m).
\]

The binomial difference obeys the same rule (`ballotNumber_succ`). At the boundary \(s=2m+1\), no ballot set has \(m+1\) elements, and \(\binom{2m+1}{m+1}-\binom{2m+1}{m}=0\). `card_ballotSets` carries this out by induction on the highest orbital; `keep` and `add` treat the two cases.

For the couplings \(c(s,t)\), the last spin gives

\[
c(s+1,t)=c(s,t-1)+c(s,t+1),
\]

without the first term if \(t=0\). Writing \(s+1=2m+t\), the terms on the right correspond to \(m\) and \(m-1\), which is Pascal's rule again. At \(t=0\) the missing term matches the vanishing difference above; at \(m=0\) the second term vanishes because the spin would exceed \(s/2\). `couplings_eq` follows by induction on \(s\), and \(s=2(q-d)+(p-q)\) joins the two counts.
